# The eigenvalues of a Hermitian matrix can be paired with its diagonal entries so that the summed squared differences stay within the off-diagonal sum of squares

## Which eigenvalue does each diagonal entry stand for?

When I stop a Jacobi diagonalisation of a Hamiltonian early and read energies off the diagonal, I have to decide which eigenvalue each entry stands for before I can speak of an error at all. The off-diagonal elements are small by then, but some levels are nearly degenerate, so I don't trust a perturbation estimate with energy differences in the denominator. Could two diagonal entries sit near the same eigenvalue while another is missed? And how small an off-diagonal part is enough to guarantee a given accuracy?

## Pair them in increasing order; no level gap is needed

The choice to settle first is the pairing. Here it is a permutation s, which assigns the eigenvalue λ_s(i) to the diagonal entry a_i = A_ii, so each eigenvalue is used once, with multiplicity. Some s satisfies

Σ_i (λ_s(i) − a_i)² ≤ S, where S = Σ_{i≠j} |A_ij|²,

and sorting both lists gives such an s. If S ≤ ε², every eigenvalue has its own diagonal entry within ε, degenerate or not. This is the Hoffman–Wielandt inequality in the special case where a Hermitian matrix is compared with its own diagonal part.

**From eigenvector weights to the bound.** Let U be the unitary matrix whose k-th column is the k-th normalised eigenvector, and let W_ik = |U_ik|². Since UU† = 1 and U†U = 1, every row and every column of W sums to 1. The diagonal of A = U diag(λ) U† reads

a_i = Σ_k W_ik λ_k.

The trace of A² is the same in both bases:

Σ_ij |A_ij|² = Σ_k λ_k², hence Σ_k λ_k² = Σ_i a_i² + S.

Expanding the square for any pairing s gives

Σ_i (λ_s(i) − a_i)² = Σ_k λ_k² + Σ_i a_i² − 2 Σ_i λ_s(i) a_i
= S + 2 (Σ_i a_i² − Σ_i λ_s(i) a_i).

It remains to find an s that makes the bracket nonpositive. By Birkhoff's theorem W is a mixture of permutation matrices, with probabilities w_σ, so

Σ_i a_i² = Σ_i a_i Σ_k W_ik λ_k = Σ_σ w_σ Σ_i λ_σ(i) a_i.

An average does not exceed its largest term, and the permutation with the largest term is the required s.

That best permutation is an ordered one. If a_i < a_j but λ_s(i) > λ_s(j), exchanging the two eigenvalues raises Σ_i λ_s(i) a_i by (a_j − a_i)(λ_s(i) − λ_s(j)) > 0. Ordered pairings differ only among ties, so they all reach the same maximum.

For the stopping test, each single square is at most the whole sum, hence at most ε². If all a_i equal c, then Σ_i λ_i c = c Tr A = Σ_i a_i², the bracket vanishes, and the bound is an equality.

**Two levels.** Take diagonal entries ±δ with δ ≥ 0 and coupling b. The eigenvalues are ±√(δ² + |b|²), and the ordered pairing has error

2 (√(δ² + |b|²) − δ)² ≤ 2|b|² = S.

Equality holds at δ = 0, where the two diagonal entries coincide. For δ > 0 the reversed pairing exceeds S, so the order matters.

**What the Lean statements say.** The type `n` labels a finite orthonormal basis, and `𝕜` is ℝ or ℂ. The hypothesis `hA : A.IsHermitian` supplies real `hA.eigenvalues`, indexed by the same labels; a shared label implies no physical link, which is why `s : Equiv.Perm n` appears. `RCLike.re (A i i)` is a_i as a real number. `offSq A` is S and counts each pair (i, j) twice, so a program that sums only over i < j monitors half of it. `weight hA i k` is W_ik.

`jacobi_bound` is the main inequality, and `jacobi_bound_real` is its real symmetric form. In `jacobi_bound_sorted`, `Monovary` says that a_i < a_j implies λ_s(i) ≤ λ_s(j). `stopping_test` provides some pairing within ε; the same single-term argument applies to the sorted one.

For a finite Hückel or tight-binding matrix of non-interacting electrons in an orthonormal basis, this bounds the errors made by reading the orbital energies off the diagonal. With equal site energies the total squared error before any rotation is exactly S; rotations generally make the diagonal entries unequal, and then only the bound is guaranteed. The theorems concern the matrix present when you stop. Carrying the bound back to the original Hamiltonian requires that the accumulated rotations preserved its spectrum, which floating-point rotations do only up to rounding.

```lean
import Mathlib

open Matrix Finset

namespace JacobiStoppingTest

noncomputable section

variable {𝕜 n : Type*} [RCLike 𝕜] [Fintype n] [DecidableEq n] {A : Matrix n n 𝕜}

/-- The sum of the squared moduli of all off-diagonal entries of a matrix. -/
def offSq (A : Matrix n n 𝕜) : ℝ := ∑ i, ∑ j ∈ univ.erase i, ‖A i j‖ ^ 2

/-- The weight of basis state `i` in the `k`-th normalized eigenvector of a Hermitian matrix. -/
def weight (hA : A.IsHermitian) : Matrix n n ℝ :=
  fun i k => ‖(hA.eigenvectorUnitary : Matrix n n 𝕜) i k‖ ^ 2

/-- The weights are nonnegative and sum to one over the basis states and over the
eigenvectors. -/
theorem weight_doublyStochastic (hA : A.IsHermitian) :
    weight hA ∈ doublyStochastic ℝ n := by
  rw [mem_doublyStochastic_iff_sum]
  refine ⟨fun i k => sq_nonneg _, fun i => ?_, fun k => ?_⟩
  · -- rows of the eigenvector matrix are normalized
    have hU : (hA.eigenvectorUnitary : Matrix n n 𝕜) *
        (hA.eigenvectorUnitary : Matrix n n 𝕜)ᴴ = 1 :=
      Matrix.mem_unitaryGroup_iff.mp hA.eigenvectorUnitary.2
    have h := congrFun (congrFun hU i) i
    simp only [Matrix.mul_apply, Matrix.conjTranspose_apply, Matrix.one_apply_eq] at h
    have h' : ((∑ k, weight hA i k : ℝ) : 𝕜) = 1 := by
      rw [← h, RCLike.ofReal_sum]
      refine sum_congr rfl fun k _ => ?_
      rw [← starRingEnd_apply, RCLike.mul_conj, weight, RCLike.ofReal_pow]
    exact_mod_cast h'
  · -- columns of the eigenvector matrix are normalized
    have hU : (hA.eigenvectorUnitary : Matrix n n 𝕜)ᴴ *
        (hA.eigenvectorUnitary : Matrix n n 𝕜) = 1 :=
      Matrix.mem_unitaryGroup_iff'.mp hA.eigenvectorUnitary.2
    have h := congrFun (congrFun hU k) k
    simp only [Matrix.mul_apply, Matrix.conjTranspose_apply, Matrix.one_apply_eq] at h
    have h' : ((∑ i, weight hA i k : ℝ) : 𝕜) = 1 := by
      rw [← h, RCLike.ofReal_sum]
      refine sum_congr rfl fun i _ => ?_
      rw [← starRingEnd_apply, RCLike.conj_mul, weight, RCLike.ofReal_pow]
    exact_mod_cast h'

/-- The spectral decomposition of a Hermitian matrix, written as a matrix product. -/
theorem spectral_product (hA : A.IsHermitian) :
    A = (hA.eigenvectorUnitary : Matrix n n 𝕜) *
      diagonal (fun k => (hA.eigenvalues k : 𝕜)) *
      (hA.eigenvectorUnitary : Matrix n n 𝕜)ᴴ := by
  have h := hA.spectral_theorem
  rw [Unitary.conjStarAlgAut_apply] at h
  exact h

/-- Each diagonal entry of a Hermitian matrix is the mean of the eigenvalues, taken with the
weights of that basis state in the eigenvectors. -/
theorem diag_eq_mean (hA : A.IsHermitian) (i : n) :
    RCLike.re (A i i) = ∑ k, weight hA i k * hA.eigenvalues k := by
  have h := congrArg RCLike.re (congrFun (congrFun (spectral_product hA) i) i)
  rw [h, Matrix.mul_apply, map_sum]
  refine sum_congr rfl fun k _ => ?_
  rw [Matrix.mul_diagonal, Matrix.conjTranspose_apply, mul_right_comm, ← starRingEnd_apply,
    RCLike.mul_conj, ← RCLike.ofReal_pow, ← RCLike.ofReal_mul, RCLike.ofReal_re, weight]

/-- The squared moduli of all entries of a Hermitian matrix add up to the sum of its squared
eigenvalues. -/
theorem sum_norm_sq_eq (hA : A.IsHermitian) :
    ∑ i, ∑ j, ‖A i j‖ ^ 2 = ∑ k, hA.eigenvalues k ^ 2 := by
  -- the trace of a square is unchanged by a unitary change of basis
  have key : ∀ B U D : Matrix n n 𝕜, Uᴴ * U = 1 → B = U * D * Uᴴ →
      (B * B).trace = (D * D).trace := by
    intro B U D h hB
    have e : U * D * Uᴴ * (U * D * Uᴴ) = U * (D * D * Uᴴ) := by
      calc U * D * Uᴴ * (U * D * Uᴴ) = U * D * (Uᴴ * U) * D * Uᴴ := by noncomm_ring
        _ = U * (D * D * Uᴴ) := by rw [h]; noncomm_ring
    rw [hB, e, Matrix.trace_mul_comm, Matrix.mul_assoc, h, Matrix.mul_one]
  have h1 := key A _ _ (Matrix.mem_unitaryGroup_iff'.mp hA.eigenvectorUnitary.2)
    (spectral_product hA)
  have h2 : (A * A).trace = ((∑ i, ∑ j, ‖A i j‖ ^ 2 : ℝ) : 𝕜) := by
    have e : A * A = A * Aᴴ := by rw [hA.eq]
    rw [e, Matrix.trace, RCLike.ofReal_sum]
    refine sum_congr rfl fun i _ => ?_
    rw [Matrix.diag_apply, Matrix.mul_apply, RCLike.ofReal_sum]
    refine sum_congr rfl fun j _ => ?_
    rw [Matrix.conjTranspose_apply, ← starRingEnd_apply, RCLike.mul_conj, RCLike.ofReal_pow]
  rw [h2, Matrix.diagonal_mul_diagonal, Matrix.trace_diagonal] at h1
  have h3 : ((∑ i, ∑ j, ‖A i j‖ ^ 2 : ℝ) : 𝕜) = ((∑ k, hA.eigenvalues k ^ 2 : ℝ) : 𝕜) := by
    rw [h1, RCLike.ofReal_sum]
    refine sum_congr rfl fun k _ => ?_
    rw [RCLike.ofReal_pow, sq]
  exact RCLike.ofReal_injective h3

/-- For every pairing `s` of eigenvalues with diagonal entries of a Hermitian matrix, the squared
pairing error is the off-diagonal sum of squares plus twice the following difference: the sum of the
squared diagonal entries minus the sum of the products of paired values. -/
theorem pairing_error (hA : A.IsHermitian) (s : Equiv.Perm n) :
    ∑ i, (hA.eigenvalues (s i) - RCLike.re (A i i)) ^ 2 =
      offSq A + 2 * (∑ i, RCLike.re (A i i) * RCLike.re (A i i) -
        ∑ i, hA.eigenvalues (s i) * RCLike.re (A i i)) := by
  have hd : ∀ i, ‖A i i‖ ^ 2 = RCLike.re (A i i) * RCLike.re (A i i) := by
    intro i
    rw [← hA.coe_re_apply_self i, RCLike.norm_ofReal, sq_abs, RCLike.ofReal_re, sq]
  -- split the full sum of squares into diagonal and off-diagonal parts
  have hoff : ∑ i, ∑ j, ‖A i j‖ ^ 2 =
      ∑ i, RCLike.re (A i i) * RCLike.re (A i i) + offSq A := by
    rw [offSq, ← sum_add_distrib]
    refine sum_congr rfl fun i _ => ?_
    rw [← hd i]
    exact (Finset.add_sum_erase univ (fun j => ‖A i j‖ ^ 2) (mem_univ i)).symm
  have hp := Equiv.sum_comp s (fun i => hA.eigenvalues i ^ 2)
  have hx : ∑ i, (hA.eigenvalues (s i) - RCLike.re (A i i)) ^ 2 =
      ∑ i, hA.eigenvalues (s i) ^ 2 + ∑ i, RCLike.re (A i i) * RCLike.re (A i i) -
        2 * ∑ i, hA.eigenvalues (s i) * RCLike.re (A i i) := by
    rw [mul_sum, ← sum_add_distrib, ← sum_sub_distrib]
    exact sum_congr rfl fun i _ => by ring
  linarith [sum_norm_sq_eq hA]

/-- For real lists `l` and `d` and a doubly stochastic matrix `W`, some permutation `s` makes the
sum of the products `l (s i) * d i` at least the sum of `d i * W i k * l k` over all `i` and `k`. -/
theorem exists_perm_ge {W : Matrix n n ℝ} (hW : W ∈ doublyStochastic ℝ n) (l d : n → ℝ) :
    ∃ s : Equiv.Perm n, ∑ i, d i * ∑ k, W i k * l k ≤ ∑ i, l (s i) * d i := by
  -- write the matrix as a mixture of permutations and take the best one
  obtain ⟨w, hw, hw1, hWe⟩ := exists_eq_sum_perm_of_mem_doublyStochastic hW
  obtain ⟨s, hs⟩ := Finite.exists_max (fun σ : Equiv.Perm n => ∑ i, l (σ i) * d i)
  have hperm : ∀ (σ : Equiv.Perm n) (i : n), ∑ k, σ.permMatrix ℝ i k * l k = l (σ i) := by
    intro σ i
    simp [Equiv.Perm.permMatrix, PEquiv.toMatrix_apply, Equiv.toPEquiv_apply]
  have hrow : ∀ i, ∑ k, W i k * l k = ∑ σ, w σ * l (σ i) := by
    intro i
    rw [← hWe]
    simp only [Matrix.sum_apply, Matrix.smul_apply, smul_eq_mul, Finset.sum_mul]
    rw [sum_comm]
    refine sum_congr rfl fun σ _ => ?_
    rw [← hperm σ i, mul_sum]
    exact sum_congr rfl fun k _ => by ring
  refine ⟨s, ?_⟩
  calc ∑ i, d i * ∑ k, W i k * l k = ∑ σ, w σ * ∑ i, l (σ i) * d i := by
        simp only [hrow, mul_sum]
        rw [sum_comm]
        exact sum_congr rfl fun σ _ => sum_congr rfl fun i _ => by ring
    _ ≤ ∑ σ, w σ * ∑ i, l (s i) * d i :=
        sum_le_sum fun σ _ => mul_le_mul_of_nonneg_left (hs σ) (hw σ)
    _ = ∑ i, l (s i) * d i := by rw [← sum_mul, hw1, one_mul]

/-- The eigenvalues of a Hermitian matrix can be paired with its diagonal entries so that the
summed squared differences do not exceed the off-diagonal sum of squares. -/
theorem jacobi_bound (hA : A.IsHermitian) :
    ∃ s : Equiv.Perm n,
      ∑ i, (hA.eigenvalues (s i) - RCLike.re (A i i)) ^ 2 ≤ offSq A := by
  obtain ⟨s, hs⟩ := exists_perm_ge (weight_doublyStochastic hA) hA.eigenvalues
    (fun i => RCLike.re (A i i))
  simp only [← diag_eq_mean hA] at hs
  exact ⟨s, by linarith [pairing_error hA s]⟩

/-- For a Hermitian matrix, the bound holds for every pairing that puts the eigenvalues in the
same order as the diagonal entries. -/
theorem jacobi_bound_sorted (hA : A.IsHermitian) (s : Equiv.Perm n)
    (hs : Monovary (fun i => hA.eigenvalues (s i)) (fun i => RCLike.re (A i i))) :
    ∑ i, (hA.eigenvalues (s i) - RCLike.re (A i i)) ^ 2 ≤ offSq A := by
  obtain ⟨t, ht⟩ := jacobi_bound hA
  -- rearrangement: equal ordering maximizes the sum of products
  have h := hs.sum_comp_perm_mul_le_sum_mul (σ := t.trans s.symm)
  simp only [Equiv.trans_apply, Equiv.apply_symm_apply] at h
  linarith [pairing_error hA s, pairing_error hA t]

/-- Jacobi stopping test: if the off-diagonal sum of squares of a Hermitian matrix is at most
`ε ^ 2` with `ε ≥ 0`, its eigenvalues pair one-to-one with diagonal entries within `ε`. -/
theorem stopping_test (hA : A.IsHermitian) {ε : ℝ} (hε : 0 ≤ ε) (h : offSq A ≤ ε ^ 2) :
    ∃ s : Equiv.Perm n, ∀ i, |hA.eigenvalues (s i) - RCLike.re (A i i)| ≤ ε := by
  obtain ⟨s, hs⟩ := jacobi_bound hA
  refine ⟨s, fun i => abs_le_of_sq_le_sq ?_ hε⟩
  have h1 := single_le_sum
    (f := fun i => (hA.eigenvalues (s i) - RCLike.re (A i i)) ^ 2)
    (fun j _ => sq_nonneg _) (mem_univ i)
  exact h1.trans (hs.trans h)

/-- If all diagonal entries of a Hermitian matrix equal `c`, the squared deviations of the
eigenvalues from `c` add up exactly to the off-diagonal sum of squares. -/
theorem equality_of_constant_diagonal (hA : A.IsHermitian) {c : ℝ}
    (h : ∀ i, RCLike.re (A i i) = c) :
    ∑ i, (hA.eigenvalues i - c) ^ 2 = offSq A := by
  have t := congrArg RCLike.re hA.trace_eq_sum_eigenvalues
  simp only [Matrix.trace, Matrix.diag_apply, map_sum, RCLike.ofReal_re, h] at t
  have k := pairing_error hA 1
  simp only [h, Equiv.Perm.one_apply] at k
  rw [← sum_mul, ← sum_mul, t] at k
  linarith

/-- For a real symmetric matrix, some pairing of eigenvalues with diagonal entries has summed
squared differences at most the sum of `A i j ^ 2` over all `i` different from `j`. -/
theorem jacobi_bound_real {A : Matrix n n ℝ} (hA : A.IsHermitian) :
    ∃ s : Equiv.Perm n, ∑ i, (hA.eigenvalues (s i) - A i i) ^ 2 ≤
      ∑ i, ∑ j ∈ univ.erase i, A i j ^ 2 := by
  simpa only [offSq, Real.norm_eq_abs, sq_abs, RCLike.re_to_real] using jacobi_bound hA

end

end JacobiStoppingTest
```

```lean
#print axioms JacobiStoppingTest.jacobi_bound
-- 'JacobiStoppingTest.jacobi_bound' depends on axioms: [propext, Classical.choice, Quot.sound]
#print axioms JacobiStoppingTest.jacobi_bound_sorted
-- 'JacobiStoppingTest.jacobi_bound_sorted' depends on axioms: [propext, Classical.choice, Quot.sound]
#print axioms JacobiStoppingTest.equality_of_constant_diagonal
-- 'JacobiStoppingTest.equality_of_constant_diagonal' depends on axioms: [propext, Classical.choice, Quot.sound]
#print axioms JacobiStoppingTest.jacobi_bound_real
-- 'JacobiStoppingTest.jacobi_bound_real' depends on axioms: [propext, Classical.choice, Quot.sound]
```

**The derivation in the Lean proof.** `weight_doublyStochastic` reads the row and column sums off the diagonal entries of the two unitarity relations. `spectral_product` writes out A = U diag(λ) U†, and `diag_eq_mean` takes its (i, i) entry. In `sum_norm_sq_eq`, the local statement `key` is the invariance of the trace of a square.

`pairing_error` expands the square, splits off the diagonal, and uses `Equiv.sum_comp` because permuting the eigenvalues leaves Σ_k λ_k² unchanged. `exists_perm_ge` takes the mixture from Mathlib's form of Birkhoff's theorem and selects the best permutation with `Finite.exists_max`; its `calc` block is the comparison of average and maximum. `jacobi_bound` combines these results with `linarith`.

For the sorted version, Mathlib's rearrangement inequality replaces the exchange argument: it compares the ordered `s` with the permutation `t` from `jacobi_bound`. `stopping_test` isolates one square with `single_le_sum`. `equality_of_constant_diagonal` applies `pairing_error` to the identity permutation and inserts the trace.
